# The energy change on adding one quantum to a mode of a vibrational model with quadratic anharmonicity

For finitely many vibrational modes, the model's term energy is the sum of `ω r * (n r + 1/2)` over modes and of `x r s * (n r + 1/2) * (n s + 1/2)` over pairs with `r ≤ s`, so each pair is counted once and the diagonal is included. The lemma `one_quantum_step` says that, for real symmetric constants `x`, adding one quantum to mode `r` of any state `n` changes this energy by `ω r + x r r * (2 * n r + 2)` plus the sum of `x r s * (n s + 1/2)` over the other modes `s`. The proof first tries to show, as `hc`, that the added quantum raises `n i + 1/2` by one when `i = r` and leaves it alone otherwise. It then combines earlier lemmas on how the linear sum and the pair sum change under such a step, and finishes with linear arithmetic.

As first written in Lean, the proof fails:

```lean
import Mathlib

open Finset

namespace VibrationalAnharmonicity

noncomputable section

variable {ι : Type*} [Fintype ι] [LinearOrder ι]

/-- The vibrational term energy with harmonic wavenumbers `ω` and anharmonicity constants `x`,
each pair of modes being counted once. -/
def termEnergy (ω : ι → ℝ) (x : ι → ι → ℝ) (n : ι → ℕ) : ℝ :=
  (∑ r, ω r * ((n r : ℝ) + 1 / 2)) +
    ∑ r, ∑ s with r ≤ s, x r s * ((n r : ℝ) + 1 / 2) * ((n s : ℝ) + 1 / 2)

/-- Raising one variable by one changes a linear form by the coefficient of that variable. -/
theorem linear_step (g a : ι → ℝ) (r : ι) :
    ∑ i, g i * (a i + if i = r then 1 else 0) = (∑ i, g i * a i) + g r := by
  simp [mul_add, Finset.sum_add_distrib]

/-- For symmetric constants the sum over pairs with `r ≤ s` is half the full double sum plus half
the diagonal sum. -/
theorem pair_sum {x : ι → ι → ℝ} (hx : ∀ r s, x r s = x s r) (a : ι → ℝ) :
    ∑ r, ∑ s with r ≤ s, x r s * a r * a s =
      1 / 2 * ((∑ r, ∑ s, x r s * a r * a s) + ∑ r, x r r * a r ^ 2) := by
  -- exchange the names of the two modes
  have hswap : (∑ r, ∑ s, if r ≤ s then x r s * a r * a s else 0) =
      ∑ r, ∑ s, if s ≤ r then x r s * a r * a s else 0 := by
    rw [Finset.sum_comm]
    refine Finset.sum_congr rfl fun r _ => Finset.sum_congr rfl fun s _ => ?_
    rw [hx s r]
    split_ifs <;> ring
  have hd : ∑ r, x r r * a r ^ 2 =
      ∑ r, ∑ s, if r = s then x r s * a r * a s else 0 := by
    refine Finset.sum_congr rfl fun r _ => ?_
    rw [Finset.sum_ite_eq, if_pos (Finset.mem_univ r)]
    ring
  -- the two triangles cover every pair once and the diagonal twice
  have hadd : (∑ r, ∑ s, if r ≤ s then x r s * a r * a s else 0) +
      (∑ r, ∑ s, if s ≤ r then x r s * a r * a s else 0) =
      (∑ r, ∑ s, x r s * a r * a s) + ∑ r, x r r * a r ^ 2 := by
    rw [hd]
    simp only [← Finset.sum_add_distrib]
    refine Finset.sum_congr rfl fun r _ => Finset.sum_congr rfl fun s _ => ?_
    rcases lt_trichotomy r s with h | h | h
    · simp [h.le, not_le_of_gt h, h.ne]
    · subst h; simp
    · simp [h.le, not_le_of_gt h, h.ne']
  simp only [Finset.sum_filter]
  linarith

/-- The change of the anharmonic pair sum when the variable of mode `r` is raised by one. -/
theorem pair_step {x : ι → ι → ℝ} (hx : ∀ r s, x r s = x s r) (a : ι → ℝ) (r : ι) :
    ∑ i, ∑ j with i ≤ j, x i j * (a i + if i = r then 1 else 0) *
        (a j + if j = r then 1 else 0) =
      (∑ i, ∑ j with i ≤ j, x i j * a i * a j) + (∑ s, x r s * a s) + x r r * (a r + 1) := by
  have h1 := pair_sum hx (fun i => a i + if i = r then 1 else 0)
  try beta_reduce at h1
  have h2 := pair_sum hx a
  have hrow : ∀ i, ∑ j, x i j * (a i + if i = r then 1 else 0) *
      (a j + if j = r then 1 else 0) =
      ((∑ j, x i j * a j) + x i r) * (a i + if i = r then 1 else 0) := by
    intro i
    rw [← linear_step (x i) a r, Finset.sum_mul]
    exact Finset.sum_congr rfl fun j _ => by ring
  have hcol : ∑ i, x i r * a i = ∑ s, x r s * a s :=
    Finset.sum_congr rfl fun i _ => by rw [hx i r]
  have hQ : ∑ i, (∑ j, x i j * a j) * a i = ∑ i, ∑ j, x i j * a i * a j := by
    refine Finset.sum_congr rfl fun i _ => ?_
    rw [Finset.sum_mul]
    exact Finset.sum_congr rfl fun j _ => by ring
  -- the full double sum changes by a row, an equal column and a diagonal entry
  have hD : ∑ i, ∑ j, x i j * (a i + if i = r then 1 else 0) *
      (a j + if j = r then 1 else 0) =
      (∑ i, ∑ j, x i j * a i * a j) + 2 * (∑ s, x r s * a s) + x r r := by
    rw [Finset.sum_congr rfl fun i _ => hrow i]
    refine (linear_step (fun i => (∑ j, x i j * a j) + x i r) a r).trans ?_
    simp only [add_mul, Finset.sum_add_distrib]
    linarith
  have hT : ∑ i, x i i * (a i + if i = r then 1 else 0) ^ 2 =
      (∑ i, x i i * a i ^ 2) + x r r * (2 * a r + 1) := by
    have h : ∀ i, x i i * (a i + if i = r then 1 else 0) ^ 2 =
        x i i * a i ^ 2 + if i = r then x i i * (2 * a i + 1) else 0 := by
      intro i
      split_ifs <;> ring
    rw [Finset.sum_congr rfl fun i _ => h i, Finset.sum_add_distrib]
    simp
  linarith

/-- The energy needed to add one quantum of mode `r` to an arbitrary vibrational state `n`. -/
theorem one_quantum_step (ω : ι → ℝ) {x : ι → ι → ℝ} (hx : ∀ r s, x r s = x s r)
    (n : ι → ℕ) (r : ι) :
    termEnergy ω x (n + Pi.single r 1) - termEnergy ω x n =
      ω r + x r r * (2 * n r + 2) + ∑ s with s ≠ r, x r s * ((n s : ℝ) + 1 / 2) := by
  have hc : ∀ i, (((n + Pi.single r 1) i : ℕ) : ℝ) + 1 / 2 =
      ((n i : ℝ) + 1 / 2) + if i = r then 1 else 0 := by
    intro i
    by_cases h : i = r
    · simp [h]; ring
    · simp [Pi.single_apply, h]
  have hp := pair_step hx (fun i => (n i : ℝ) + 1 / 2) r
  have hw := linear_step ω (fun i => (n i : ℝ) + 1 / 2) r
  try beta_reduce at hp
  try beta_reduce at hw
  have hs : ∑ s, x r s * ((n s : ℝ) + 1 / 2) = x r r * ((n r : ℝ) + 1 / 2) +
      ∑ s with s ≠ r, x r s * ((n s : ℝ) + 1 / 2) := by
    rw [Finset.filter_ne']
    exact (Finset.add_sum_erase Finset.univ
      (fun s => x r s * ((n s : ℝ) + 1 / 2)) (Finset.mem_univ r)).symm
  unfold termEnergy
  simp only [hc]
  linarith

end

end VibrationalAnharmonicity
```

Lean reports:

```
Main.lean:96:19: error: Function expected at
  n + Pi.single r 1
but this term has type
  ?m.128

Note: Expected a function because this term is being applied to the argument
  i
Try this:
  [apply] ring_nf
  
  The `ring` tactic failed to close the goal. Use `ring_nf` to obtain a normal form.
    
  Note that `ring` works primarily in *commutative* rings. If you have a noncommutative ring, abelian group or module, consider using `noncomm_ring`, `abel` or `module` instead.
Main.lean:100:4: error: unsolved goals
case pos
ι : Type u_1
inst✝¹ : Fintype ι
inst✝ : LinearOrder ι
ω : ι → ℝ
x : ι → ι → ℝ
hx : ∀ (r s : ι), x r s = x s r
n : ι → ℕ
r i : ι
h : i = r
⊢ 1 / 2 + ↑(sorry ()) = 3 / 2 + ↑(n r)
Main.lean:101:4: error: unsolved goals
case neg
ι : Type u_1
inst✝¹ : Fintype ι
inst✝ : LinearOrder ι
ω : ι → ℝ
x : ι → ι → ℝ
hx : ∀ (r s : ι), x r s = x s r
n : ι → ℕ
r i : ι
h : ¬i = r
⊢ sorry () = n i
Main.lean:112:2: error: `simp` made no progress
Main.lean:101:12: warning: This simp argument is unused:
  Pi.single_apply

Hint: Omit it from the simp argument list.
  [apply] simp [h]

Note: This linter can be disabled with `set_option linter.unusedSimpArgs false`
```

Cause. The first error is the root of the others. In `hc`, the sum `n + Pi.single r 1` is applied to `i` while its type is still the unknown `?m.128`, so Lean cannot treat it as a function. The outer `ℕ` annotation gives the type of the value at `i`, not that of the sum. Writing `(n + Pi.single r 1 : ι → ℕ)` supplies the missing type.

Lean had put `sorry ()` in place of the faulty application. Both cases of `hc` therefore ask for facts about a placeholder, which `simp` and `ring` cannot prove. For the same reason `simp only [hc]` later makes no progress: the left side of `hc` does not match the occupation numbers in the energy.

In the case `i = r`, the new proof evaluates the conditional and the sum at `r` explicitly, then uses `push_cast` and `ring`. The messages do not show that the old `simp [h]; ring` would fail once the type is fixed. Dropping `Pi.single_apply` is tidying; the warning that it was unused arose on the broken goal, but the repaired file compiles without it.

As a diff, the version that Lean accepts:

```diff
@@ -94,10 +94,12 @@
     termEnergy ω x (n + Pi.single r 1) - termEnergy ω x n =
       ω r + x r r * (2 * n r + 2) + ∑ s with s ≠ r, x r s * ((n s : ℝ) + 1 / 2) := by
-  have hc : ∀ i, (((n + Pi.single r 1) i : ℕ) : ℝ) + 1 / 2 =
+  have hc : ∀ i, (((n + Pi.single r 1 : ι → ℕ) i : ℕ) : ℝ) + 1 / 2 =
       ((n i : ℝ) + 1 / 2) + if i = r then 1 else 0 := by
     intro i
     by_cases h : i = r
-    · simp [h]; ring
-    · simp [Pi.single_apply, h]
+    · rw [if_pos h, h, Pi.add_apply, Pi.single_eq_same]
+      push_cast
+      ring
+    · simp [h]
   have hp := pair_step hx (fun i => (n i : ℝ) + 1 / 2) r
   have hw := linear_step ω (fun i => (n i : ℝ) + 1 / 2) r
```
